# Matrix elements of a shifted and scaled finite-dimensional Hamiltonian in terms of its energy eigenstates

Let `H` be a Hermitian matrix over a finite set of basis states, and let `c` and `s` be real numbers. The theorem says that the (i, j) entry of c + sH, with c multiplying the identity, is the sum over k of (c + sE_k) times the amplitude of basis state i in the k-th eigenstate times the complex conjugate of the amplitude of j. Here the E_k are the eigenvalues of `H`, and the eigenstates are orthonormal, being the columns of a unitary matrix. The proof establishes the spectral decomposition of `H` as `hS` and the completeness of the eigenstates as `hC`, then puts both into the left-hand side and compares the sums term by term.

The failing Lean file:

```lean
import Mathlib

open Finset

namespace ShiftedEntry

noncomputable section

variable {n : Type*} [Fintype n]

variable [DecidableEq n] {H : Matrix n n ℂ}

/-- The amplitude of basis state `i` in the `k`-th energy eigenstate of `H`. -/
def amplitude (hH : H.IsHermitian) (i k : n) : ℂ :=
  (hH.eigenvectorUnitary : Matrix n n ℂ) i k

/-- The matrix elements of `c + s H`, expanded in the energy eigenstates of the
Hermitian matrix `H`. -/
theorem shifted_entry (hH : H.IsHermitian) (c s : ℝ) (i j : n) :
    (c : ℂ) * (if i = j then 1 else 0) + (s : ℂ) * H i j
      = ∑ k, ((c + s * hH.eigenvalues k : ℝ) : ℂ)
          * (amplitude hH i k * star (amplitude hH j k)) := by
  -- spectral decomposition of H
  have hS : H i j = ∑ k, ((hH.eigenvalues k : ℝ) : ℂ)
      * (amplitude hH i k * star (amplitude hH j k)) := by
    have h := congrFun (congrFun hH.spectral_theorem i) j
    rw [Unitary.conjStarAlgAut_apply, Matrix.mul_apply] at h
    refine h.trans (Finset.sum_congr rfl fun k _ => ?_)
    rw [Matrix.mul_diagonal, Matrix.star_apply]
    change amplitude hH i k * ((hH.eigenvalues k : ℝ) : ℂ) * star (amplitude hH j k) = _
    ring
  -- completeness of the eigenstates
  have hC : ∑ k, amplitude hH i k * star (amplitude hH j k)
      = if i = j then (1 : ℂ) else 0 := by
    have h := congrFun (congrFun
      (Matrix.mem_unitaryGroup_iff.mp hH.eigenvectorUnitary.2) i) j
    simpa only [Matrix.mul_apply, Matrix.star_apply, Matrix.one_apply] using h
  rw [hS, ← hC, Finset.mul_sum, Finset.mul_sum, ← Finset.sum_add_distrib]
  refine Finset.sum_congr rfl fun k _ => ?_
  push_cast
  ring

end

end ShiftedEntry
```

Messages:

```
Main.lean:37:4: error: Type mismatch: After simplification, term
  h
 has type
  @Eq ℂ (∑ j_1, ↑hH.eigenvectorUnitary i j_1 * star (↑hH.eigenvectorUnitary j j_1)) (if i = j then 1 else 0)
but is expected to have type
  @Eq ℂ (∑ k, amplitude hH i k * star (amplitude hH j k)) (if i = j then 1 else 0)
```

Diagnosis. The error is in the proof of `hC`. After simplification, `h` states completeness with the entries of `hH.eigenvectorUnitary` written out, while the goal still writes them as `amplitude hH i k` and `amplitude hH j k`. The two statements agree by the definition of `amplitude`, and the different name of the summation index does not matter.

The trouble is that `simpa only` simplifies with the lemmas it is given, and the definition of `amplitude` was not among them. The goal therefore kept the name `amplitude`, and the final comparison with `h` did not unfold it, so Lean reported a type mismatch.

The repair adds `amplitude` to the list. The simplifier then replaces each amplitude in the goal by the matrix entry that defines it, and the goal matches `h`.

As a diff, the version that Lean accepts:

```diff
@@ -35,5 +35,5 @@
     have h := congrFun (congrFun
       (Matrix.mem_unitaryGroup_iff.mp hH.eigenvectorUnitary.2) i) j
-    simpa only [Matrix.mul_apply, Matrix.star_apply, Matrix.one_apply] using h
+    simpa only [amplitude, Matrix.mul_apply, Matrix.star_apply, Matrix.one_apply] using h
   rw [hS, ← hC, Finset.mul_sum, Finset.mul_sum, ← Finset.sum_add_distrib]
   refine Finset.sum_congr rfl fun k _ => ?_
```
